# For real t and d, both roots of z² − tz + d lie strictly inside the unit disc exactly when |d| < 1 and |t| < 1 + d

Q: Let me fix the conventions first. A state x is a pair of real mode amplitudes, J is a real 2×2 response matrix and b a real vector. The self-consistency map is x ↦ Jx + b, and a fixed point xs satisfies Jxs + b = xs. Linear mixing with parameter α is

x ↦ x + α(Jx + b − x).

Is that what the code says?

A: Yes, that is `mix`. The bracket is the residual, output minus input, and α is the fraction of it that is applied. `Fin 2 → ℝ` is a real vector with components 0 and 1, and `*ᵥ` is matrix times vector. I write K = 1 − J, and t and d for the trace and determinant of an iteration matrix M.

In Lean 4 with Mathlib:

```lean
import Mathlib

open Matrix Filter Topology

namespace TwoModeMixing

noncomputable section

/-- One step of linear mixing with parameter `α` for the affine self-consistency map
`x ↦ J x + b`: the input is moved by `α` times the residual. -/
def mix (α : ℝ) (J : Matrix (Fin 2) (Fin 2) ℝ) (b x : Fin 2 → ℝ) : Fin 2 → ℝ :=
  x + α • (J *ᵥ x + b - x)
```

Q: A real SCF cycle is nonlinear and has many modes. What survives?

A: The theorems treat an affine map with two modes and a constant J. For electronic structure, this models density mixing linearised near a fixed point when two response modes suffice; it gives no basin of attraction for the nonlinear cycle.

Q: Why should the roots of a quadratic matter to M?

A: They are its complex eigenvalues. Mv = zv has a solution v ≠ 0 exactly when det(M − z1) = 0, and

(M₀₀ − z)(M₁₁ − z) − M₀₁M₁₀ = z² − tz + d.

The lemma does this with M read as a complex matrix, `M.map Complex.ofReal`, so non-real eigenvalues are included.

```lean
/-- A complex number is an eigenvalue of a real two-mode iteration matrix exactly when it is
a root of `z² - t z + d`, with `t` the trace and `d` the determinant. -/
theorem eigenvalue_iff_root (M : Matrix (Fin 2) (Fin 2) ℝ) (z : ℂ) :
    (∃ v : Fin 2 → ℂ, v ≠ 0 ∧ M.map Complex.ofReal *ᵥ v = z • v) ↔
      z ^ 2 - (M.trace : ℂ) * z + (M.det : ℂ) = 0 := by
  have hdet : (M.map Complex.ofReal - z • (1 : Matrix (Fin 2) (Fin 2) ℂ)).det
      = z ^ 2 - (M.trace : ℂ) * z + (M.det : ℂ) := by
    simp [Matrix.det_fin_two, Matrix.trace_fin_two]
    ring
  rw [← hdet, ← Matrix.exists_mulVec_eq_zero_iff]
  simp only [Matrix.sub_mulVec, Matrix.smul_mulVec, Matrix.one_mulVec, sub_eq_zero]
```

Q: Now derive the test. Why must |t| < 1 + d hold?

A: Suppose 1 + d ≤ t. Then

t² − 4d ≥ t² − 4(t − 1) = (2 − t)² ≥ 0,

so the larger root is real, and

(t + √(t² − 4d))/2 ≥ (t + |2 − t|)/2 ≥ 1.

If instead 1 + d ≤ −t, the same argument with −t gives a root x ≥ 1 of x² + tx + d, and −x is then a root of the original quadratic.

```lean
/-- If `1 + d ≤ t`, the quadratic `x² - t x + d` has a real root at or above one. -/
theorem exists_root_ge_one {t d : ℝ} (h : 1 + d ≤ t) :
    ∃ x : ℝ, 1 ≤ x ∧ x ^ 2 - t * x + d = 0 := by
  have h1 : (2 - t) ^ 2 ≤ t ^ 2 - 4 * d := by nlinarith
  have h2 := (le_abs_self (2 - t)).trans (Real.abs_le_sqrt h1)
  have h3 := Real.sq_sqrt ((sq_nonneg (2 - t)).trans h1)
  refine ⟨(t + √(t ^ 2 - 4 * d)) / 2, by linarith, ?_⟩
  linear_combination h3 / 4
```

Q: And |d| < 1?

A: Choose a complex s with s² = t² − 4d. The roots a = (t + s)/2 and b = (t − s)/2 have sum t and product d, so |d| = |a||b| < 1 if both lie inside the disc. In this lemma and the recurrence below, b is a root, not the vector in the map.

```lean
/-- For real `t` and `d` there are complex numbers `a` and `b`, possibly equal, with sum `t` and
product `d`. -/
theorem exists_root_pair (t d : ℝ) : ∃ a b : ℂ, a + b = t ∧ a * b = d := by
  obtain ⟨s, hs⟩ := IsAlgClosed.exists_pow_nat_eq ((t : ℂ) ^ 2 - 4 * d) (n := 2) (by norm_num)
  refine ⟨(t + s) / 2, (t - s) / 2, by ring, ?_⟩
  linear_combination -hs / 4
```

Q: That is necessity. Are the two inequalities enough?

A: Write z = x + iy, with x and y real here. The real and imaginary parts of the equation are

x² − y² − tx + d = 0,
y(2x − t) = 0.

If y ≠ 0, then t = 2x, hence d = x² + y² = |z|², which is below 1. If y = 0, use

x² − tx + d = (x − 1)(x + 1 − t) + (1 − t + d),
x² − tx + d = (−1 − x)(1 + t − x) + (1 + t + d).

Since |t| < 1 + d < 2, the first form is positive for x ≥ 1 and the second for x ≤ −1. A real root therefore lies strictly between −1 and 1.

In `two_mode_test` the left side says that every complex z solving the equation has `‖z‖ < 1`. The proof splits on `z.im = 0`, as above, and `nlinarith` receives the products from the two factorised forms.

```lean
/-- Two-mode stability test: for real `t` and `d`, all complex roots of `z² - t z + d` lie
strictly inside the unit disc if and only if `|d| < 1` and `|t| < 1 + d`. -/
theorem two_mode_test (t d : ℝ) :
    (∀ z : ℂ, z ^ 2 - (t : ℂ) * z + (d : ℂ) = 0 → ‖z‖ < 1) ↔ |d| < 1 ∧ |t| < 1 + d := by
  constructor
  · intro h
    constructor
    · -- `d` is the product of the two roots
      obtain ⟨a, b, hs, hp⟩ := exists_root_pair t d
      have ha := h a (by rw [← hs, ← hp]; ring)
      have hb := h b (by rw [← hs, ← hp]; ring)
      have hd : |d| = ‖a‖ * ‖b‖ := by
        rw [← norm_mul, hp, Complex.norm_real, Real.norm_eq_abs]
      rw [hd]
      nlinarith [norm_nonneg a, norm_nonneg b]
    · -- otherwise a real root lies at or beyond one of the points 1 and -1
      by_contra hc
      rcases le_abs.1 (not_lt.1 hc) with h1 | h1
      · obtain ⟨x, hx, hr⟩ := exists_root_ge_one h1
        have hn := h (x : ℂ) (by exact_mod_cast hr)
        rw [Complex.norm_real, Real.norm_eq_abs] at hn
        linarith [le_abs_self x]
      · obtain ⟨x, hx, hr⟩ := exists_root_ge_one h1
        have hr' : (-x) ^ 2 - t * (-x) + d = 0 := by linear_combination hr
        have hn := h ((-x : ℝ) : ℂ) (by exact_mod_cast hr')
        rw [Complex.norm_real, Real.norm_eq_abs, abs_neg] at hn
        linarith [le_abs_self x]
  · rintro ⟨hd, ht⟩ z hz
    obtain ⟨hd1, hd2⟩ := abs_lt.1 hd
    obtain ⟨ht1, ht2⟩ := abs_lt.1 ht
    have hre := congrArg Complex.re hz
    have him := congrArg Complex.im hz
    simp only [pow_two, Complex.add_re, Complex.sub_re, Complex.mul_re, Complex.add_im,
      Complex.sub_im, Complex.mul_im, Complex.ofReal_re, Complex.ofReal_im,
      Complex.zero_re, Complex.zero_im] at hre him
    have hsq : ‖z‖ ^ 2 = z.re * z.re + z.im * z.im := by
      rw [Complex.sq_norm, Complex.normSq_apply]
    have hlt : z.re * z.re + z.im * z.im < 1 := by
      by_cases hy : z.im = 0
      · -- real root: the quadratic is positive outside (-1, 1)
        rw [hy] at hre ⊢
        have hx1 : z.re < 1 := by
          by_contra hc
          have hc' := not_lt.1 hc
          nlinarith [mul_nonneg (sub_nonneg.2 hc') (by linarith : 0 ≤ z.re + 1 - t)]
        have hx2 : -1 < z.re := by
          by_contra hc
          have hc' := not_lt.1 hc
          nlinarith [mul_nonneg (by linarith : 0 ≤ -1 - z.re)
            (by linarith : 0 ≤ 1 + t - z.re)]
        nlinarith
      · -- non-real root: its squared modulus is `d`
        have h2 : t = 2 * z.re := by
          apply mul_right_cancel₀ hy
          linear_combination -him
        rw [h2] at hre
        nlinarith
    nlinarith [norm_nonneg z]
```

Q: Eigenvalues inside the disc are one thing, decaying errors another. What if the roots coincide and M cannot be diagonalised?

A: The proof avoids diagonalisation. Let x(n) be a sequence with

x(n+2) = (a + b)x(n+1) − ab x(n).

Induction gives

x(n+1) − a x(n) = bⁿc, with c = x(1) − a x(0).

Pick r with max(|a|, |b|) < r < 1. Then |x(n+1)| ≤ r|x(n)| + rⁿ|c|, and a second induction gives

r|x(n)| ≤ rⁿ·r|x(0)| + n rⁿ|c|.

The right side tends to zero, also when a = b. These inductions are `hy` and `hbound`; `squeeze_zero_norm` finishes.

```lean
/-- A sequence obeying the two-term recurrence with characteristic roots `a` and `b` strictly
inside the unit disc tends to zero. -/
theorem recurrence_decay {a b : ℂ} (ha : ‖a‖ < 1) (hb : ‖b‖ < 1) (x : ℕ → ℂ)
    (h : ∀ n, x (n + 2) = (a + b) * x (n + 1) - a * b * x n) :
    Tendsto x atTop (𝓝 0) := by
  obtain ⟨r, hr, hr1⟩ := exists_between (max_lt ha hb)
  have har : ‖a‖ ≤ r := (le_max_left _ _).trans hr.le
  have hbr : ‖b‖ ≤ r := (le_max_right _ _).trans hr.le
  have hr0 : 0 < r := ((norm_nonneg a).trans (le_max_left _ _)).trans_lt hr
  -- removing the mode a leaves a pure power of b
  have hy : ∀ n, x (n + 1) = a * x n + b ^ n * (x 1 - a * x 0) := by
    intro n
    induction n with
    | zero => simp
    | succ n ih =>
      have h' : x (n + 1 + 1) = (a + b) * x (n + 1) - a * b * x n := h n
      linear_combination h' + b * ih
  have hbound : ∀ n : ℕ, ‖x n‖ * r ≤
      r ^ n * (r * ‖x 0‖) + n * r ^ n * ‖x 1 - a * x 0‖ := by
    intro n
    induction n with
    | zero => simp [mul_comm]
    | succ n ih =>
      have h1 : ‖x (n + 1)‖ ≤ r * ‖x n‖ + r ^ n * ‖x 1 - a * x 0‖ := by
        rw [hy n]
        refine (norm_add_le _ _).trans ?_
        rw [norm_mul, norm_mul, norm_pow]
        gcongr
      have h2 := mul_le_mul_of_nonneg_right h1 hr0.le
      have h3 := mul_le_mul_of_nonneg_left ih hr0.le
      push_cast
      rw [pow_succ]
      linarith
  have hlim : Tendsto (fun n : ℕ =>
      (r ^ n * (r * ‖x 0‖) + n * r ^ n * ‖x 1 - a * x 0‖) / r) atTop (𝓝 0) := by
    have h3 := (((tendsto_pow_atTop_nhds_zero_of_lt_one hr0.le hr1).mul_const
      (r * ‖x 0‖)).add ((tendsto_self_mul_const_pow_of_lt_one hr0.le hr1).mul_const
      ‖x 1 - a * x 0‖)).div_const r
    simpa only [zero_mul, add_zero, zero_div] using h3
  exact squeeze_zero_norm (fun n => (le_div_iff₀ hr0).2 (hbound n)) hlim
```

Q: How does that reach the matrix, and does the converse hold?

A: Cayley–Hamilton gives M² = tM − d1. Multiplying by Mⁿ and applying the result to an error e yields

Mⁿ⁺²e = t Mⁿ⁺¹e − d Mⁿe,

so each component obeys the recurrence and decays.

For the converse, assume that every real error decays. Taking unit vectors for e shows that every entry of Mⁿ tends to zero. If Mv = zv with v ≠ 0, then Mⁿv = zⁿv, so zⁿvᵢ → 0 for some vᵢ ≠ 0. That is impossible if |z| ≥ 1. The theorem thus says that `M ^ n` applied to every real `e` tends to zero exactly when the test holds.

```lean
/-- Under repeated application of a real two-mode iteration matrix every initial error dies
out if and only if its determinant `d` and trace `t` satisfy `|d| < 1` and `|t| < 1 + d`. -/
theorem errors_vanish_iff (M : Matrix (Fin 2) (Fin 2) ℝ) :
    (∀ e : Fin 2 → ℝ, Tendsto (fun n : ℕ => (M ^ n) *ᵥ e) atTop (𝓝 0)) ↔
      |M.det| < 1 ∧ |M.trace| < 1 + M.det := by
  rw [← two_mode_test]
  constructor
  · intro hM z hz
    obtain ⟨v, hv0, hv⟩ := (eigenvalue_iff_root M z).2 hz
    have hpow : ∀ n : ℕ, (M ^ n).map Complex.ofReal *ᵥ v = z ^ n • v := by
      intro n
      induction n with
      | zero => simp
      | succ n ih =>
        have hmul : (M ^ (n + 1)).map Complex.ofReal
            = (M ^ n).map Complex.ofReal * M.map Complex.ofReal := by
          ext i j
          simp [pow_succ, Matrix.mul_apply]
        rw [hmul, ← Matrix.mulVec_mulVec, hv, Matrix.mulVec_smul, ih, smul_smul, pow_succ']
    have hent : ∀ i j, Tendsto (fun n : ℕ => (M ^ n) i j) atTop (𝓝 0) := by
      intro i j
      have h := tendsto_pi_nhds.1 (hM (Pi.single j 1)) i
      simpa using h
    obtain ⟨i, hi⟩ := Function.ne_iff.1 hv0
    have hsum : Tendsto (fun n : ℕ => ∑ j, (((M ^ n) i j : ℝ) : ℂ) * v j) atTop
        (𝓝 (∑ j, ((0 : ℝ) : ℂ) * v j)) :=
      tendsto_finsetSum _ fun j _ =>
        ((Complex.continuous_ofReal.tendsto 0).comp (hent i j)).mul_const (v j)
    have heq : ∀ n : ℕ, ∑ j, (((M ^ n) i j : ℝ) : ℂ) * v j = z ^ n * v i :=
      fun n => congrFun (hpow n) i
    simp only [heq, Complex.ofReal_zero, zero_mul, Finset.sum_const_zero] at hsum
    -- an eigenvalue on or outside the unit circle would keep this component alive
    by_contra hc
    have hle : ‖v i‖ ≤ ‖(0 : ℂ)‖ := ge_of_tendsto' hsum.norm fun n => by
      rw [norm_mul, norm_pow]
      exact le_mul_of_one_le_left (norm_nonneg _) (one_le_pow₀ (not_lt.1 hc))
    rw [norm_zero] at hle
    exact hi (norm_le_zero_iff.1 hle)
  · intro h e
    obtain ⟨a, b, hs, hp⟩ := exists_root_pair M.trace M.det
    have ha := h a (by rw [← hs, ← hp]; ring)
    have hb := h b (by rw [← hs, ← hp]; ring)
    -- Cayley-Hamilton turns matrix powers into a two-term recurrence
    have hCH : M * M = M.trace • M - M.det • (1 : Matrix (Fin 2) (Fin 2) ℝ) := by
      ext i j
      fin_cases i <;> fin_cases j <;>
        simp [Matrix.mul_apply, Fin.sum_univ_two, Matrix.trace_fin_two,
          Matrix.det_fin_two] <;> ring
    have hstep : ∀ n : ℕ, M ^ (n + 2) = M.trace • M ^ (n + 1) - M.det • M ^ n := by
      intro n
      rw [pow_add, pow_two, hCH, mul_sub, mul_smul_comm, mul_smul_comm, mul_one, pow_succ]
    refine tendsto_pi_nhds.2 fun i => ?_
    have hrec : ∀ n : ℕ, (M ^ (n + 2) *ᵥ e) i
        = M.trace * (M ^ (n + 1) *ᵥ e) i - M.det * (M ^ n *ᵥ e) i := by
      intro n
      simp only [hstep n, Matrix.sub_mulVec, Matrix.smul_mulVec, Pi.sub_apply,
        Pi.smul_apply, smul_eq_mul]
    have hc : ∀ n : ℕ, (((M ^ (n + 2) *ᵥ e) i : ℝ) : ℂ)
        = (a + b) * (((M ^ (n + 1) *ᵥ e) i : ℝ) : ℂ)
          - a * b * (((M ^ n *ᵥ e) i : ℝ) : ℂ) := by
      intro n
      rw [hs, hp]
      exact_mod_cast hrec n
    have hx := recurrence_decay ha hb (fun n => (((M ^ n *ᵥ e) i : ℝ) : ℂ)) hc
    have h0 := (Complex.continuous_re.tendsto 0).comp hx
    simpa only [Function.comp_def, Complex.ofReal_re, Complex.zero_re, Pi.zero_apply] using h0
```

Q: Where does mixing enter?

A: Substitute b = xs − Jxs into one step from y:

mix(y) − xs = (y − xs) + α(J − 1)(y − xs) = (1 − αK)(y − xs).

Induction gives the power (1 − αK)ⁿ after n steps, written `(mix α J b)^[n]` in the code.

```lean
/-- After `n` steps of linear mixing, the difference between the iterate and a fixed point `xs` of
the self-consistency map is the `n`-th power of `1 - α (1 - J)` applied to the initial difference.
-/
theorem mix_error (α : ℝ) (J : Matrix (Fin 2) (Fin 2) ℝ) (b xs : Fin 2 → ℝ)
    (hs : J *ᵥ xs + b = xs) (x : Fin 2 → ℝ) (n : ℕ) :
    (mix α J b)^[n] x - xs = ((1 - α • (1 - J)) ^ n) *ᵥ (x - xs) := by
  have hb : b = xs - J *ᵥ xs := eq_sub_of_add_eq (by rw [add_comm]; exact hs)
  have hone : ∀ y, mix α J b y - xs = (1 - α • (1 - J)) *ᵥ (y - xs) := by
    intro y
    rw [hb]
    simp only [mix, Matrix.sub_mulVec, Matrix.smul_mulVec, Matrix.one_mulVec,
      Matrix.mulVec_sub]
    module
  induction n with
  | zero => simp
  | succ n ih =>
    rw [Function.iterate_succ_apply', hone, ih, Matrix.mulVec_mulVec, ← pow_succ']
```

Q: So what is the condition on α?

A: For M = 1 − αK,

t = 2 − α tr K,
d = 1 − α tr K + α² det K.

With α > 0, the test turns into three inequalities:

t < 1 + d gives det K > 0,
d < 1 gives α det K < tr K,
−t < 1 + d gives 2α tr K < 4 + α² det K.

The remaining bound, d > −1, follows from |t| < 1 + d. `mixing_converges_iff` states that these three together are equivalent to convergence to xs from every start. The fixed point is supplied through `hs`; its existence is assumed.

```lean
/-- Linear mixing with `α > 0` converges to a given fixed point from every start if and only if
`K = 1 - J` satisfies `det K > 0`, `α det K < tr K` and `2 α tr K < 4 + α² det K`. -/
theorem mixing_converges_iff {α : ℝ} (hα : 0 < α) (J : Matrix (Fin 2) (Fin 2) ℝ)
    (b xs : Fin 2 → ℝ) (hs : J *ᵥ xs + b = xs) :
    (∀ x, Tendsto (fun n : ℕ => (mix α J b)^[n] x) atTop (𝓝 xs)) ↔
      0 < (1 - J).det ∧ α * (1 - J).det < (1 - J).trace ∧
        2 * α * (1 - J).trace < 4 + α ^ 2 * (1 - J).det := by
  have hiff : (∀ x, Tendsto (fun n : ℕ => (mix α J b)^[n] x) atTop (𝓝 xs)) ↔
      ∀ e, Tendsto (fun n : ℕ => ((1 - α • (1 - J)) ^ n) *ᵥ e) atTop (𝓝 0) := by
    constructor
    · intro h e
      have h1 := (h (xs + e)).sub_const xs
      simpa only [mix_error α J b xs hs, add_sub_cancel_left, sub_self] using h1
    · intro h x
      have h1 := (h (x - xs)).add_const xs
      simpa only [← mix_error α J b xs hs, sub_add_cancel, zero_add] using h1
  rw [hiff, errors_vanish_iff]
  generalize 1 - J = K
  have ht : (1 - α • K).trace = 2 - α * K.trace := by
    simp [Matrix.trace_fin_two]
  have hd : (1 - α • K).det = 1 - α * K.trace + α ^ 2 * K.det := by
    simp [Matrix.det_fin_two, Matrix.trace_fin_two]
    ring
  rw [ht, hd, abs_lt, abs_lt]
  constructor
  · rintro ⟨⟨_, h2⟩, h3, h4⟩
    have hk : 0 < K.det := pos_of_mul_pos_right (by linarith : 0 < α ^ 2 * K.det) (by positivity)
    have hg : 0 < K.trace - α * K.det :=
      pos_of_mul_pos_right (by linarith : 0 < α * (K.trace - α * K.det)) hα.le
    exact ⟨hk, by linarith, by linarith⟩
  · rintro ⟨h1, h2, h3⟩
    have hk := mul_pos (pow_pos hα 2) h1
    have hg := mul_pos hα (sub_pos.2 h2)
    exact ⟨⟨by linarith, by linarith⟩, by linarith, by linarith⟩

end

end TwoModeMixing
```

```lean
#print axioms TwoModeMixing.two_mode_test
-- 'TwoModeMixing.two_mode_test' depends on axioms: [propext, Classical.choice, Quot.sound]
#print axioms TwoModeMixing.mixing_converges_iff
-- 'TwoModeMixing.mixing_converges_iff' depends on axioms: [propext, Classical.choice, Quot.sound]
```

Q: Does this reduce to something I know?

A: Take K = k1, two identical modes. The conditions become 0 < αk < 2, the usual one-mode rule. For general K, as α → 0⁺ they reduce to det K > 0 and tr K > 0: if both hold, every sufficiently small positive α converges.

Q: And if I drop α > 0?

A: Take α = 0 and J = 0, so K = 1. The three inequalities read 0 < 1, 0 < 2 and 0 < 4, all true, yet the iteration never moves. Any start other than xs stays where it is.
